# With Fourier interpolation, the coarse double-grid projector is the truncated Fourier series of the fine one

## One coarse point, two fine points

Let a periodic cell have a single coarse grid point, carrying the wavefunction value \(\psi\), and two fine points, carrying the projector values \(b_0, b_1\). Interpolation from one point gives the constant \(\psi\), so the fine-grid projection is \(\tfrac12(\bar b_0+\bar b_1)\,\psi\). A coarse projector value \(w\) gives \(\bar w\,\psi\). The two agree for every \(\psi\) exactly when \(w=\tfrac12(b_0+b_1)\).

Sampling \(b\) at the coarse point would have given \(b_0\). The correct value is the mean, which is the zero-frequency Fourier coefficient of \(b\). On larger coarse grids more frequencies survive, but the mechanism is the same: instead of interpolating the wavefunction, one applies the adjoint of interpolation to the projector.

## Projectors on two grids

Nonlocal pseudopotentials need overlaps \(\langle b,\psi\rangle\) with projectors that may vary too quickly for the wavefunction grid. The double-grid idea of Ono and Hirose evaluates the overlap on a finer grid with an interpolated \(\psi\), then absorbs the interpolation into coarse projector values, computed once for given atomic positions. For one projector in a one-dimensional periodic cell, with Fourier interpolation, the result below identifies those values.

Positions \(x\) are fractions of the cell, and \(e_g(x)=e^{2\pi i g x}\) for integer \(g\). A grid of \(L\) points has positions \(x_j=j/L\), \(j=0,\dots,L-1\), and

\[
\langle u,v\rangle_L=\frac1L\sum_j \bar u_j v_j,\qquad \hat u_g=\langle e_g,u\rangle_L,\qquad (Su)(x)=\sum_{|g|\le K}\hat u_g\,e_g(x).
\]

The coarse grid has \(N=2K+1\) points and the fine grid has \(M\). The interpolation \(I\psi\) is \(S\psi\) sampled on the fine grid.

## What is claimed

1. For every \(M\ge1\), coarse values \(w\) satisfy \(\langle w,\psi\rangle_N=\langle b,I\psi\rangle_M\) for all \(\psi\) if and only if \(w_i=(Sb)(x_i)\) at every coarse point.
2. If \(M\ge N\), then \(\langle I\varphi,I\psi\rangle_M=\langle\varphi,\psi\rangle_N\).
3. For a wavefunction with frequencies \(|g|\le K\), the coarse sum with \(Sb\) equals the fine sum with \(b\).
4. If \(M=2K\) with \(K>0\), some nonzero \(\psi\) has \(I\psi=0\), so the bound in item 2 is sharp.

## Derivation

**Orthogonality.** Let \(|d|<L\) and \(z=e^{2\pi i d/L}\). If \(d=0\), then \(\sum_{n=0}^{L-1}z^n=L\). Otherwise \(d/L\) is not an integer, so \(z\ne1\), while \((1-z)\sum_n z^n=1-z^L=0\); the sum vanishes. Hence \(\langle e_g,e_{g'}\rangle_L=\delta_{gg'}\) whenever \(|g'-g|<L\).

**Recovery.** Let \(f=\sum_{|g|\le K}c_g e_g\) be sampled on \(L\ge N\) points. Frequencies in the band differ by at most \(2K<L\), so \(\hat f_g=c_g\) and \(Sf=f\) at every position.

**Completeness.** On the coarse grid,

\[
(S\psi)(x_i)=\sum_j\psi_j\,\frac1N\sum_{|g|\le K}e^{2\pi i g(i-j)/N},
\]

where the \(i\) in \(i-j\) is the grid index. Setting \(g=n-K\) turns the inner sum into a phase times \(\sum_{n=0}^{N-1}e^{2\pi i(i-j)n/N}\), which is \(N\) for \(i=j\) and zero otherwise. Thus \((S\psi)(x_i)=\psi_i\).

**Adjointness.** Expanding either side in plane waves gives the same sum:

\[
\langle b,I\psi\rangle_M=\sum_{|g|\le K}\hat\psi_g\,\langle b,e_g\rangle_M
=\sum_{|g|\le K}\overline{\hat b_g}\,\hat\psi_g
=\langle Sb,\psi\rangle_N .
\]

No orthogonality is used, hence no lower bound relating \(M\) to \(N\). For uniqueness, take \(\psi\) equal to 1 at point \(i\) and 0 elsewhere: the condition becomes \(\bar w_i/N=\overline{(Sb)(x_i)}/N\).

**Isometry.** Put \(b=I\varphi\) in the adjoint relation. For \(M\ge N\), recovery gives \(S(I\varphi)=S\varphi\), which equals \(\varphi\) on the coarse grid by completeness.

**Exact projection.** The coarse samples of a band-limited \(f\) interpolate to \(f\) itself, by recovery with \(L=N\). The adjoint relation then gives item 3.

**Aliasing.** On \(2K\) points, \(e_K\) and \(e_{-K}\) both take the values \((-1)^j\). The function \(e_K-e_{-K}\) therefore vanishes there, although its coarse samples have squared norm 2.

## The Lean file

```lean
import Mathlib

open ComplexConjugate

noncomputable section

namespace OnoHiroseFourier

/-- The plane wave of integer frequency `g` at the position `x`, a fraction of the cell. -/
def planeWave (g : ℤ) (x : ℝ) : ℂ := Complex.exp (2 * Real.pi * Complex.I * g * x)

/-- The position `j / L` of point `j` on the periodic grid of `L ≥ 1` points. -/
def gridPoint {L : ℕ} (j : Fin L) : ℝ := ((j : ℕ) : ℝ) / (L : ℝ)

/-- The inner product with weight `1 / L` on a grid of `L ≥ 1` points. -/
def ip {L : ℕ} (u v : Fin L → ℂ) : ℂ := (∑ j, conj (u j) * v j) / (L : ℂ)

/-- The discrete Fourier coefficient of the grid function `u` at frequency `g`,
on a grid of `L ≥ 1` points. -/
def coeff {L : ℕ} (u : Fin L → ℂ) (g : ℤ) : ℂ := ip (fun j => planeWave g (gridPoint j)) u

/-- The band-limited function with plane-wave coefficients `c g`, `|g| ≤ K`. -/
def bandLimited (K : ℕ) (c : ℤ → ℂ) (x : ℝ) : ℂ :=
  ∑ g ∈ Finset.Icc (-(K : ℤ)) K, c g * planeWave g x

/-- The Fourier series of a grid function, truncated to `|g| ≤ K`,
on a grid of `L ≥ 1` points. -/
def truncatedSeries (K : ℕ) {L : ℕ} (u : Fin L → ℂ) : ℝ → ℂ := bandLimited K (coeff u)

/-- Fourier interpolation from the coarse grid of `2K+1` points to the grid of `M` points. -/
def interpolate (K M : ℕ) (ψ : Fin (2 * K + 1) → ℂ) : Fin M → ℂ :=
  fun j => truncatedSeries K ψ (gridPoint j)

/-- The phases `exp (2πi d n / L)` summed over `n = 0, …, L-1` give `L` for `d = 0` and cancel for
every other integer `d` strictly between `-L` and `L`. -/
theorem phase_sum (L : ℕ) (d : ℤ) (h₁ : -(L : ℤ) < d) (h₂ : d < L) :
    ∑ n ∈ Finset.range L, Complex.exp (2 * Real.pi * Complex.I * d * n / L)
      = if d = 0 then (L : ℂ) else 0 := by
  by_cases hd : d = 0
  · subst hd
    simp
  rw [if_neg hd]
  have hL0 : L ≠ 0 := by omega
  have hL : (L : ℂ) ≠ 0 := Nat.cast_ne_zero.mpr hL0
  obtain ⟨z, hz⟩ : ∃ z, z = Complex.exp (2 * Real.pi * Complex.I * d / L) := ⟨_, rfl⟩
  have hzL : z ^ L = 1 := by
    rw [hz, ← Complex.exp_nat_mul, Complex.exp_eq_one_iff]
    exact ⟨d, by field_simp⟩
  have hz1 : z ≠ 1 := by
    intro h
    rw [hz] at h
    obtain ⟨k, hk⟩ := Complex.exp_eq_one_iff.mp h
    rw [div_eq_iff hL] at hk
    have h3 : (d : ℂ) = k * L := by
      apply mul_left_cancel₀ Complex.two_pi_I_ne_zero
      linear_combination hk
    have h4 : d = k * L := by exact_mod_cast h3
    rcases lt_trichotomy k 0 with hk0 | hk0 | hk0
    · nlinarith
    · exact hd (by rw [h4, hk0, zero_mul])
    · nlinarith
  -- the phases form a geometric series
  have hs : ∑ n ∈ Finset.range L, Complex.exp (2 * Real.pi * Complex.I * d * n / L)
      = ∑ n ∈ Finset.range L, z ^ n := by
    refine Finset.sum_congr rfl fun n _ => ?_
    rw [hz, ← Complex.exp_nat_mul]
    congr 1
    ring
  have hg := mul_neg_geom_sum z L
  rw [hzL, sub_self] at hg
  rw [hs]
  exact (mul_eq_zero.mp hg).resolve_left (sub_ne_zero.mpr (Ne.symm hz1))

lemma conj_wave_mul (g g' : ℤ) (x x' : ℝ) : conj (planeWave g x) * planeWave g' x'
    = Complex.exp (2 * Real.pi * Complex.I * (g' * x' - g * x)) := by
  unfold planeWave
  rw [← Complex.exp_conj, ← Complex.exp_add]
  congr 1
  simp only [map_mul, map_ofNat, Complex.conj_ofReal, Complex.conj_I, map_intCast]
  ring

/-- On a grid of `L` points, plane waves whose frequencies differ by less than `L`
are orthonormal. -/
theorem coeff_planeWave {L : ℕ} (g g' : ℤ) (h₁ : -(L : ℤ) < g' - g) (h₂ : g' - g < L) :
    coeff (fun j : Fin L => planeWave g' (gridPoint j)) g = if g' = g then 1 else 0 := by
  have hL : (L : ℂ) ≠ 0 := Nat.cast_ne_zero.mpr (by omega)
  have h : ∑ j : Fin L, conj (planeWave g (gridPoint j)) * planeWave g' (gridPoint j)
      = if g' - g = 0 then (L : ℂ) else 0 := by
    refine Eq.trans ?_ (phase_sum L (g' - g) h₁ h₂)
    rw [Finset.sum_range]
    refine Finset.sum_congr rfl fun j _ => ?_
    rw [conj_wave_mul]
    congr 1
    unfold gridPoint
    push_cast
    ring
  unfold coeff ip
  rw [h]
  by_cases hg : g' = g
  · rw [if_pos (sub_eq_zero.mpr hg), if_pos hg, div_self hL]
  · rw [if_neg (sub_ne_zero.mpr hg), if_neg hg, zero_div]

lemma ip_bandLimited (K : ℕ) {L : ℕ} (u : Fin L → ℂ) (c : ℤ → ℂ) :
    ip u (fun j => bandLimited K c (gridPoint j))
      = ∑ g ∈ Finset.Icc (-(K : ℤ)) K, c g * conj (coeff u g) := by
  simp only [ip, coeff, bandLimited, map_div₀, map_sum, map_mul, Complex.conj_conj,
    map_natCast, Finset.sum_div, Finset.mul_sum]
  rw [Finset.sum_comm]
  refine Finset.sum_congr rfl fun g _ => Finset.sum_congr rfl fun j _ => ?_
  ring

/-- Sampling a band-limited function on at least `2K+1` points and summing its truncated
Fourier series gives the function back at every position. -/
theorem truncatedSeries_bandLimited (K : ℕ) {L : ℕ} (hL : 2 * K + 1 ≤ L) (c : ℤ → ℂ) (x : ℝ) :
    truncatedSeries K (fun j : Fin L => bandLimited K c (gridPoint j)) x
      = bandLimited K c x := by
  unfold truncatedSeries
  rw [bandLimited, bandLimited]
  refine Finset.sum_congr rfl fun g hg => ?_
  congr 1
  rw [coeff, ip_bandLimited, Finset.sum_eq_single g]
  · rw [coeff_planeWave g g (by omega) (by omega)]
    simp
  · intro g' hg' hne
    rw [Finset.mem_Icc] at hg hg'
    rw [coeff_planeWave g' g (by omega) (by omega), if_neg (Ne.symm hne)]
    simp
  · exact fun h => absurd hg h

/-- The truncated Fourier series of a function on the coarse grid of `2K+1` points passes
through its values at the grid points. -/
theorem truncatedSeries_gridPoint (K : ℕ) (ψ : Fin (2 * K + 1) → ℂ) (i : Fin (2 * K + 1)) :
    truncatedSeries K ψ (gridPoint i) = ψ i := by
  have hN : ((2 * K + 1 : ℕ) : ℂ) ≠ 0 := Nat.cast_ne_zero.mpr (by omega)
  -- completeness of the plane waves with `|g| ≤ K`
  have hker : ∀ j : Fin (2 * K + 1), ∑ g ∈ Finset.Icc (-(K : ℤ)) K,
      conj (planeWave g (gridPoint j)) * planeWave g (gridPoint i)
        = if j = i then ((2 * K + 1 : ℕ) : ℂ) else 0 := by
    intro j
    have hi := i.isLt
    have hj := j.isLt
    have hshift : ∑ g ∈ Finset.Icc (-(K : ℤ)) K,
        conj (planeWave g (gridPoint j)) * planeWave g (gridPoint i)
        = ∑ n ∈ Finset.range (2 * K + 1), conj (planeWave ((n : ℤ) - K) (gridPoint j))
            * planeWave ((n : ℤ) - K) (gridPoint i) := by
      refine Finset.sum_nbij' (fun g => (g + K).toNat) (fun n => (n : ℤ) - K) ?_ ?_ ?_ ?_ ?_
      · intro g hg
        simp only [Finset.mem_Icc, Finset.mem_range] at *
        omega
      · intro n hn
        simp only [Finset.mem_Icc, Finset.mem_range] at *
        omega
      · intro g hg
        simp only [Finset.mem_Icc] at *
        omega
      · intro n hn
        simp only [Finset.mem_range] at *
        omega
      · intro g hg
        rw [Finset.mem_Icc] at hg
        have e : (((g + K).toNat : ℕ) : ℤ) - K = g := by omega
        simp only [e]
    have hfac : ∀ n ∈ Finset.range (2 * K + 1),
        conj (planeWave ((n : ℤ) - K) (gridPoint j)) * planeWave ((n : ℤ) - K) (gridPoint i)
        = Complex.exp (2 * Real.pi * Complex.I * (-K * (gridPoint i - gridPoint j)))
          * Complex.exp (2 * Real.pi * Complex.I * (((i : ℕ) : ℤ) - ((j : ℕ) : ℤ) : ℤ) * n
              / (2 * K + 1 : ℕ)) := by
      intro n _
      rw [conj_wave_mul, ← Complex.exp_add]
      congr 1
      unfold gridPoint
      push_cast
      ring
    rw [hshift, Finset.sum_congr rfl hfac, ← Finset.mul_sum,
      phase_sum (2 * K + 1) _ (by omega) (by omega)]
    by_cases hij : j = i
    · subst hij
      simp
    · have hne : ((i : ℕ) : ℤ) - ((j : ℕ) : ℤ) ≠ 0 := fun h => hij (Fin.ext (by omega))
      rw [if_neg hne, if_neg hij, mul_zero]
  have hswap : truncatedSeries K ψ (gridPoint i)
      = ∑ j, ψ j / ((2 * K + 1 : ℕ) : ℂ) * ∑ g ∈ Finset.Icc (-(K : ℤ)) K,
          conj (planeWave g (gridPoint j)) * planeWave g (gridPoint i) := by
    simp only [truncatedSeries, bandLimited, coeff, ip, Finset.sum_div, Finset.sum_mul,
      Finset.mul_sum]
    rw [Finset.sum_comm]
    refine Finset.sum_congr rfl fun j _ => Finset.sum_congr rfl fun g _ => ?_
    ring
  rw [hswap, Finset.sum_eq_single i]
  · rw [hker, if_pos rfl, div_mul_cancel₀ _ hN]
  · intro j _ hj
    rw [hker, if_neg hj, mul_zero]
  · exact fun h => absurd (Finset.mem_univ i) h

lemma ip_adjoint (K : ℕ) {M : ℕ} (b : Fin M → ℂ) (ψ : Fin (2 * K + 1) → ℂ) :
    ip (fun i => truncatedSeries K b (gridPoint i)) ψ = ip b (interpolate K M ψ) := by
  have hsymm : ∀ u v : Fin (2 * K + 1) → ℂ, ip u v = conj (ip v u) := by
    intro u v
    simp only [ip, map_div₀, map_sum, map_mul, Complex.conj_conj, map_natCast]
    congr 1
    exact Finset.sum_congr rfl fun j _ => mul_comm _ _
  unfold interpolate truncatedSeries
  rw [hsymm, ip_bandLimited, ip_bandLimited, map_sum]
  refine Finset.sum_congr rfl fun g _ => ?_
  rw [map_mul, Complex.conj_conj, mul_comm]

/-- Coarse projector values `w` reproduce the fine-grid projection of every interpolated
`ψ` exactly when `w` is the coarse sampling of the Fourier series of `b` truncated
to `|g| ≤ K`. -/
theorem onoHirose_iff (K : ℕ) {M : ℕ} (b : Fin M → ℂ) (w : Fin (2 * K + 1) → ℂ) :
    (∀ ψ, ip w ψ = ip b (interpolate K M ψ))
      ↔ ∀ i, w i = truncatedSeries K b (gridPoint i) := by
  constructor
  · intro h i
    have hN : ((2 * K + 1 : ℕ) : ℂ) ≠ 0 := Nat.cast_ne_zero.mpr (by omega)
    -- test on the function concentrated at one grid point
    have hsingle : ∀ u : Fin (2 * K + 1) → ℂ,
        ip u (Pi.single i 1) = conj (u i) / ((2 * K + 1 : ℕ) : ℂ) := by
      intro u
      simp [ip, Pi.single_apply]
    have h1 := (h (Pi.single i 1)).trans (ip_adjoint K b _).symm
    rw [hsingle, hsingle] at h1
    exact (starRingEnd ℂ).injective ((div_left_inj' hN).mp h1)
  · intro h ψ
    rw [funext h]
    exact ip_adjoint K b ψ

/-- Fourier interpolation to a grid of `M ≥ 2K+1` points preserves the weighted
inner product. -/
theorem interpolate_isometry (K : ℕ) {M : ℕ} (hM : 2 * K + 1 ≤ M)
    (φ ψ : Fin (2 * K + 1) → ℂ) :
    ip (interpolate K M φ) (interpolate K M ψ) = ip φ ψ := by
  rw [← ip_adjoint]
  congr 1
  funext i
  exact (truncatedSeries_bandLimited K hM (coeff φ) _).trans (truncatedSeries_gridPoint K φ i)

/-- For a wavefunction with frequencies `|g| ≤ K`, the coarse-grid sum with the truncated
projector equals the fine-grid sum with the original projector `b`. -/
theorem projection_exact (K : ℕ) {M : ℕ} (b : Fin M → ℂ) (c : ℤ → ℂ) :
    ip (fun i : Fin (2 * K + 1) => truncatedSeries K b (gridPoint i))
        (fun i => bandLimited K c (gridPoint i))
      = ip b (fun j => bandLimited K c (gridPoint j)) := by
  rw [ip_adjoint]
  congr 1
  funext j
  exact truncatedSeries_bandLimited K le_rfl c _

/-- With only `2K` target points, `K > 0`, some nonzero coarse function is interpolated
to zero. -/
theorem interpolate_aliasing (K : ℕ) (hK : 0 < K) :
    ∃ ψ : Fin (2 * K + 1) → ℂ, ψ ≠ 0 ∧ interpolate K (2 * K) ψ = 0 := by
  obtain ⟨c, hc⟩ : ∃ c : ℤ → ℂ, c = fun g =>
      (if g = (K : ℤ) then 1 else 0) - (if g = -(K : ℤ) then 1 else 0) := ⟨_, rfl⟩
  have hm₁ : (K : ℤ) ∈ Finset.Icc (-(K : ℤ)) K := Finset.mem_Icc.mpr (by omega)
  have hm₂ : -(K : ℤ) ∈ Finset.Icc (-(K : ℤ)) K := Finset.mem_Icc.mpr (by omega)
  have hband : ∀ x, bandLimited K c x = planeWave K x - planeWave (-(K : ℤ)) x := by
    intro x
    simp only [bandLimited, hc, sub_mul, ite_mul, one_mul, zero_mul, Finset.sum_sub_distrib,
      Finset.sum_ite_eq', if_pos hm₁, if_pos hm₂]
  have hKC : (K : ℂ) ≠ 0 := Nat.cast_ne_zero.mpr (by omega)
  refine ⟨fun i => bandLimited K c (gridPoint i), ?_, ?_⟩
  · intro h0
    -- a zero function would have zero overlap with the plane wave of frequency `K`,
    -- but this one has overlap 1
    have h1 := ip_bandLimited K (fun i : Fin (2 * K + 1) => planeWave K (gridPoint i)) c
    rw [h0, Finset.sum_eq_single (K : ℤ)] at h1
    · rw [coeff_planeWave (K : ℤ) K (by omega) (by omega)] at h1
      have hne : (K : ℤ) ≠ -(K : ℤ) := by omega
      simp only [hc, if_neg hne, if_true, ip, Pi.zero_apply, mul_zero,
        Finset.sum_const_zero, zero_div, sub_zero, map_one, mul_one] at h1
      exact zero_ne_one h1
    · intro g hg hne
      rw [Finset.mem_Icc] at hg
      rw [coeff_planeWave g K (by omega) (by omega), if_neg (Ne.symm hne), map_zero, mul_zero]
    · exact fun h => absurd hm₁ h
  · funext j
    refine (truncatedSeries_bandLimited K le_rfl c _).trans ?_
    rw [hband, Pi.zero_apply, sub_eq_zero]
    -- the frequencies `K` and `-K` coincide on `2K` points
    unfold planeWave
    rw [Complex.exp_eq_exp_iff_exists_int]
    refine ⟨((j : ℕ) : ℤ), ?_⟩
    unfold gridPoint
    push_cast
    field_simp
    ring

end OnoHiroseFourier
```

```lean
#print axioms OnoHiroseFourier.truncatedSeries_gridPoint
#print axioms OnoHiroseFourier.interpolate_isometry
#print axioms OnoHiroseFourier.projection_exact
#print axioms OnoHiroseFourier.interpolate_aliasing
```

```
'OnoHiroseFourier.truncatedSeries_gridPoint' depends on axioms: [propext, Classical.choice, Quot.sound]
'OnoHiroseFourier.interpolate_isometry' depends on axioms: [propext, Classical.choice, Quot.sound]
'OnoHiroseFourier.projection_exact' depends on axioms: [propext, Classical.choice, Quot.sound]
'OnoHiroseFourier.interpolate_aliasing' depends on axioms: [propext, Classical.choice, Quot.sound]
```

## Reading the statements

A grid function is a map `Fin L → ℂ`, with points numbered from 0. `ip` is conjugate-linear in its first argument and carries the weight \(1/L\); `coeff u g` is \(\hat u_g\), and `truncatedSeries K u` is \(Su\), a function of a real position. The same definition serves for interpolation and for the coarse projector. The odd size \(N\) is built into the type `Fin (2 * K + 1)`.

In `onoHirose_iff` the values `b` are arbitrary complex numbers, and the left side is the defining property of the coarse projector, so its formula is derived. `interpolate_isometry` carries the hypothesis `2 * K + 1 ≤ M` and states preservation of inner products for all pairs.

The equality in `projection_exact` is with the fine-grid sum, not with the continuum integral: the error of the fine grid itself remains. Local interpolation schemes, which keep the coarse projector confined near the atom, are not treated. With Fourier interpolation, \(Sb\) need not vanish at coarse points far from the support of \(b\).

## The proof in Lean

`phase_sum` is the geometric sum; `mul_neg_geom_sum` supplies \((1-z)\sum_n z^n=1-z^L\). `coeff_planeWave` turns it into orthonormality, and `truncatedSeries_bandLimited` is recovery, with `Finset.sum_eq_single` selecting the one surviving frequency.

In `truncatedSeries_gridPoint`, the step `hshift` is the substitution \(g=n-K\), and `hfac` splits off the constant phase. `Finset.sum_comm` exchanges the sums over points and frequencies.

`ip_bandLimited` expands an inner product in plane waves. `ip_adjoint` applies it to both sides, after a conjugation that puts the band-limited function in the second slot. The forward direction of `onoHirose_iff` tests on `Pi.single i 1`; the reverse is `ip_adjoint`. The isometry and the exact projection follow by the substitutions above.

In `interpolate_aliasing`, nonvanishing is shown through the overlap of \(e_K-e_{-K}\) with \(e_K\), which is 1. On the target grid the two exponents differ by \(2\pi i j\), the integer multiple supplied to `Complex.exp_eq_exp_iff_exists_int`.
